# Bardeen's surface independence on a lattice, for two states that solve the Schrödinger equation at one energy between the surfaces

A code that computes a tunnelling matrix element from a surface between tip and sample has to put that surface somewhere. If the value changed with the position, the computed current could depend on an arbitrary input parameter. On a finite lattice with a Hermitian Hamiltonian it does not change, provided that both states satisfy the Schrödinger equation at the same real energy on every site the surface sweeps over.

## The surface sum and its invariance

Let $H$ be a Hermitian matrix on a finite set of sites, $\chi$ a tip state and $\psi$ a sample state, both complex vectors. A bar denotes complex conjugation. For a region $O$ of sites, define

$$M(O)=\sum_{x\in O}\sum_{y\notin O} b_{xy},\qquad b_{xy}=\bar\chi_x H_{xy}\psi_y-\bar\chi_y H_{yx}\psi_x .$$

If $O\subseteq O'$ and both vectors satisfy $(Hv)_x=E v_x$, with $E$ real, for every $x\in O'\setminus O$, then

$$M(O)=M(O').$$

For nearest-neighbour hopping $-t$ with $t$ real, $b_{xy}=-t(\bar\chi_x\psi_y-\bar\chi_y\psi_x)$, which is, up to a constant factor, a finite-difference form of the component along the bond of $\bar\chi\nabla\psi-\psi\nabla\bar\chi$, the vector in Bardeen's surface integral.

## Where an STM code uses it

An STM simulation that evaluates Bardeen's surface integral explicitly computes tip and sample states separately and then $M$ on one surface in the vacuum gap. On a finite grid, or in a finite basis of localised orthonormal orbitals, the identity allows that surface to be moved across any sites where both states solve the equation for the same $H$ at the same energy.

It also gives a test: evaluate $M$ on two nested surfaces and compare. If the states have energies $E_\chi$ and $E_\psi$ on the added sites, the difference should be

$$M(O')-M(O)=(E_\psi-E_\chi)\sum_{x\in O'\setminus O}\bar\chi_x\psi_x .$$

A discrepancy beyond rounding error can come from residuals in the two Schrödinger equations, a non-Hermitian $H$, missing bonds, or another mistake in the surface sum. The sum runs over every pair of sites that $H$ connects across the surface, so a high-order stencil or a nonlocal potential can add terms beyond those between nearest neighbours.

## From bonds to sites

Exchanging the indices gives $b_{yx}=-b_{xy}$, so the bonds with both ends in $O$ cancel:

$$\sum_{x\in O}\sum_{y\in O}b_{xy}=0 .$$

Adding this zero to $M(O)$ extends the inner sum to all sites:

$$M(O)=\sum_{x\in O}\sum_{y}b_{xy}.$$

The first half of $b_{xy}$ sums over $y$ to $\bar\chi_x(H\psi)_x$. For the second half, Hermiticity gives $H_{yx}=\overline{H_{xy}}$, hence $\sum_y\bar\chi_yH_{yx}=\overline{(H\chi)_x}$. The result is a lattice Green identity:

$$M(O)=\sum_{x\in O}\left[\bar\chi_x(H\psi)_x-\overline{(H\chi)_x}\,\psi_x\right].$$

Subtract this expression for $O$ from the one for $O'$. Only the sites of $O'\setminus O$ remain, and there the two Schrödinger equations turn the bracket into

$$\bar\chi_xE_\psi\psi_x-E_\chi\bar\chi_x\psi_x=(E_\psi-E_\chi)\bar\chi_x\psi_x,$$

where $\bar E_\chi=E_\chi$ because the energy is real. Summing gives the difference formula above. Equal energies make it zero. For unequal energies, the two surfaces agree exactly when the overlap on the added sites vanishes.

Now suppose instead that $\chi$ solves the equation at energy $E$ inside $O$ and $\psi$ solves it at the same energy outside. Inside $O$, replace $\overline{(H\chi)_x}$ by $E\bar\chi_x$:

$$M(O)=\sum_{x\in O}\bar\chi_x\left[(H\psi)_x-E\psi_x\right].$$

The bracket vanishes outside $O$, so the sum may run over all sites, and

$$M(O)=\langle\chi|H-E|\psi\rangle .$$

## The Lean file

```lean
import Mathlib

open Matrix

namespace BardeenTunnelling

noncomputable section

variable {n : Type*} [Fintype n] [DecidableEq n]

/-- The vector `v` satisfies the Schrödinger equation `(H v)_x = E v_x` at every site of the
region `S`. -/
def SolvesOn (H : Matrix n n ℂ) (E : ℝ) (S : Finset n) (v : n → ℂ) : Prop :=
  ∀ x ∈ S, (H *ᵥ v) x = (E : ℂ) * v x

/-- The contribution of the bond from `x` to `y` to the tunnelling matrix element between
`χ` and `ψ`. -/
def bond (H : Matrix n n ℂ) (χ ψ : n → ℂ) (x y : n) : ℂ :=
  star (χ x) * H x y * ψ y - star (χ y) * H y x * ψ x

/-- Bardeen's surface expression: the sum of the bond terms over all bonds that lead out of the
region `O`. -/
def bardeen (H : Matrix n n ℂ) (χ ψ : n → ℂ) (O : Finset n) : ℂ :=
  ∑ x ∈ O, ∑ y ∈ Oᶜ, bond H χ ψ x y

/-- Lattice Green identity: the surface expression equals a sum over the sites inside the
region. -/
theorem bardeen_eq_volume {H : Matrix n n ℂ} (hH : H.IsHermitian) (χ ψ : n → ℂ)
    (O : Finset n) :
    bardeen H χ ψ O =
      ∑ x ∈ O, (star (χ x) * (H *ᵥ ψ) x - star ((H *ᵥ χ) x) * ψ x) := by
  -- the terms of the bonds with both ends inside the region sum to zero
  have hin : ∑ x ∈ O, ∑ y ∈ O, bond H χ ψ x y = 0 := by
    simp only [bond, Finset.sum_sub_distrib]
    exact sub_eq_zero.mpr Finset.sum_comm
  -- the local expression at a site is the sum over all bonds from that site
  have hloc : ∀ x, star (χ x) * (H *ᵥ ψ) x - star ((H *ᵥ χ) x) * ψ x
      = ∑ y, bond H χ ψ x y := by
    intro x
    have hs : ∀ y, star (H x y) = H y x := fun y => hH.apply y x
    simp only [bond, Matrix.mulVec, dotProduct, star_sum, star_mul', hs, Finset.mul_sum,
      Finset.sum_mul, Finset.sum_sub_distrib]
    congr 1 <;> exact Finset.sum_congr rfl fun y _ => by ring
  calc bardeen H χ ψ O
      = ∑ x ∈ O, ∑ y ∈ O, bond H χ ψ x y + ∑ x ∈ O, ∑ y ∈ Oᶜ, bond H χ ψ x y := by
        rw [hin, zero_add, bardeen]
    _ = ∑ x ∈ O, ∑ y, bond H χ ψ x y := by
        rw [← Finset.sum_add_distrib]
        exact Finset.sum_congr rfl fun x _ => Finset.sum_add_sum_compl O _
    _ = _ := Finset.sum_congr rfl fun x _ => (hloc x).symm

/-- If the two states have energies `Eχ` and `Eψ` on the added sites, enlarging the region changes
the surface expression by the energy difference times the overlap on those sites. -/
theorem bardeen_sub_eq_overlap {H : Matrix n n ℂ} (hH : H.IsHermitian) {χ ψ : n → ℂ}
    {O O' : Finset n} (hO : O ⊆ O') {Eχ Eψ : ℝ}
    (hχ : SolvesOn H Eχ (O' \ O) χ) (hψ : SolvesOn H Eψ (O' \ O) ψ) :
    bardeen H χ ψ O' - bardeen H χ ψ O =
      ((Eψ : ℂ) - Eχ) * ∑ x ∈ O' \ O, star (χ x) * ψ x := by
  have hE : star (Eχ : ℂ) = Eχ := Complex.conj_ofReal Eχ
  rw [bardeen_eq_volume hH, bardeen_eq_volume hH, ← Finset.sum_sdiff hO,
    add_sub_cancel_right, Finset.mul_sum]
  refine Finset.sum_congr rfl fun x hx => ?_
  rw [hψ x hx, hχ x hx, star_mul', hE]
  ring

/-- Bardeen's surface independence: if both states satisfy the Schrödinger equation at the same
real energy on the sites between two nested surfaces, both surfaces give the same matrix
element. -/
theorem bardeen_surface_independence {H : Matrix n n ℂ} (hH : H.IsHermitian) {χ ψ : n → ℂ}
    {O O' : Finset n} (hO : O ⊆ O') {E : ℝ}
    (hχ : SolvesOn H E (O' \ O) χ) (hψ : SolvesOn H E (O' \ O) ψ) :
    bardeen H χ ψ O = bardeen H χ ψ O' := by
  have h := bardeen_sub_eq_overlap hH hO hχ hψ
  rw [sub_self, zero_mul] at h
  exact (sub_eq_zero.mp h).symm

/-- For states of different energies, two nested surfaces give the same value exactly when the
overlap of the states on the sites between the surfaces vanishes. -/
theorem bardeen_eq_iff_overlap_zero {H : Matrix n n ℂ} (hH : H.IsHermitian) {χ ψ : n → ℂ}
    {O O' : Finset n} (hO : O ⊆ O') {Eχ Eψ : ℝ} (hne : Eχ ≠ Eψ)
    (hχ : SolvesOn H Eχ (O' \ O) χ) (hψ : SolvesOn H Eψ (O' \ O) ψ) :
    bardeen H χ ψ O = bardeen H χ ψ O' ↔ ∑ x ∈ O' \ O, star (χ x) * ψ x = 0 := by
  have h := bardeen_sub_eq_overlap hH hO hχ hψ
  have hd : (Eψ : ℂ) - Eχ ≠ 0 :=
    sub_ne_zero.mpr fun h' => hne (Complex.ofReal_injective h').symm
  constructor
  · intro heq
    rw [heq, sub_self] at h
    exact (mul_eq_zero.mp h.symm).resolve_left hd
  · intro h0
    rw [h0, mul_zero] at h
    exact (sub_eq_zero.mp h).symm

/-- Bardeen's transfer formula: if `χ` solves the Schrödinger equation inside the region and `ψ`
solves it outside, at the same energy, the surface expression is the matrix element of `H - E`
between `χ` and `ψ`. -/
theorem bardeen_eq_transfer_element {H : Matrix n n ℂ} (hH : H.IsHermitian) {χ ψ : n → ℂ}
    {O : Finset n} {E : ℝ} (hχ : SolvesOn H E O χ) (hψ : SolvesOn H E Oᶜ ψ) :
    bardeen H χ ψ O = star χ ⬝ᵥ (H *ᵥ ψ - (E : ℂ) • ψ) := by
  have hE : star (E : ℂ) = E := Complex.conj_ofReal E
  -- outside the region `ψ` is a solution, so those sites contribute nothing
  have h0 : ∑ x ∈ Oᶜ, star (χ x) * ((H *ᵥ ψ) x - (E : ℂ) * ψ x) = 0 :=
    Finset.sum_eq_zero fun x hx => by rw [hψ x hx, sub_self, mul_zero]
  rw [bardeen_eq_volume hH]
  simp only [dotProduct, Pi.star_apply, Pi.sub_apply, Pi.smul_apply, smul_eq_mul]
  rw [← Finset.sum_add_sum_compl O (fun x => star (χ x) * ((H *ᵥ ψ) x - (E : ℂ) * ψ x)),
    h0, add_zero]
  refine Finset.sum_congr rfl fun x hx => ?_
  rw [hχ x hx, star_mul', hE]
  ring

/-- Three sites in a row with unit hopping between neighbours. -/
def chainH : Matrix (Fin 3) (Fin 3) ℂ := !![0, 1, 0; 1, 0, 1; 0, 1, 0]

/-- A state on the first two sites of the chain. -/
def tip : Fin 3 → ℂ := ![1, 1, 0]

/-- A state on the last two sites of the chain. -/
def sample : Fin 3 → ℂ := ![0, 1, 1]

/-- On the three-site chain the tip state solves the Schrödinger equation at energy one on the
first two sites and the sample state on the last two, and the surfaces on either side of the
middle site both give the value one. -/
theorem bardeen_witness :
    chainH.IsHermitian ∧ SolvesOn chainH 1 {0, 1} tip ∧ SolvesOn chainH 1 {1, 2} sample ∧
      bardeen chainH tip sample {0} = 1 ∧ bardeen chainH tip sample {0, 1} = 1 := by
  have c1 : ({0} : Finset (Fin 3))ᶜ = {1, 2} := by decide
  have c2 : ({0, 1} : Finset (Fin 3))ᶜ = {2} := by decide
  refine ⟨?_, ?_, ?_, ?_, ?_⟩
  · ext i j
    fin_cases i <;> fin_cases j <;> simp [chainH]
  · simp [SolvesOn, chainH, tip, Matrix.mulVec, dotProduct, Fin.sum_univ_three]
  · simp [SolvesOn, chainH, sample, Matrix.mulVec, dotProduct, Fin.sum_univ_three]
  · rw [bardeen, c1]
    simp [bond, chainH, tip, sample]
  · rw [bardeen, c2]
    simp [bond, chainH, tip, sample]

end

end BardeenTunnelling
```

```lean
#print axioms BardeenTunnelling.bardeen_surface_independence
#print axioms BardeenTunnelling.bardeen_eq_iff_overlap_zero
#print axioms BardeenTunnelling.bardeen_eq_transfer_element
```

```
'BardeenTunnelling.bardeen_surface_independence' depends on axioms: [propext, Classical.choice, Quot.sound]
'BardeenTunnelling.bardeen_eq_iff_overlap_zero' depends on axioms: [propext, Classical.choice, Quot.sound]
'BardeenTunnelling.bardeen_eq_transfer_element' depends on axioms: [propext, Classical.choice, Quot.sound]
```

## How the Lean statements read

The type `n` labels the sites, and `H : Matrix n n ℂ` holds on-site energies and hoppings. `H *ᵥ v` is the matrix acting on a state, `star` is complex conjugation, and `Oᶜ` is the set of sites outside `O`. `bond` is $b_{xy}$ and `bardeen` is $M(O)$.

`SolvesOn H E S v` requires the Schrödinger equation only at the sites of `S`. This matches the physics: a tip state solves the full equation in the tip and the gap, but generally not inside the sample. The declaration `E : ℝ` makes the energy real, and `hH` is the Hermiticity of `H`.

`bardeen_surface_independence` therefore says that, for Hermitian `H` and nested regions `O ⊆ O'`, two states that solve the equation at one energy on `O' \ O` give the same $M$ on both surfaces. Nothing is required of either state elsewhere, and neither has to be normalised.

`bardeen_witness` gives a concrete case: three sites in a row with unit hopping, a tip state $(1,1,0)$ and a sample state $(0,1,1)$. Both solve the equation at energy 1 on the middle site, and the surfaces on either side of it both give $M=1$. Each vector has norm $\sqrt2$, so the normalised states give $M=1/2$.

## How the proof follows the algebra

`bardeen_eq_volume` is the Green identity. Its step `hin` cancels the interior bonds, `hloc` uses Hermiticity to rewrite the site expression as a sum over bonds, and the `calc` block joins them. `bardeen_sub_eq_overlap` applies the identity to both regions; `Finset.sum_sdiff` splits the sum over `O'` into the added sites and `O`, after which the part over `O` cancels. The two Schrödinger equations are then substituted site by site, and `ring` collects the energies.

`bardeen_surface_independence` sets the two energies equal in that formula. `bardeen_eq_iff_overlap_zero` divides out their nonzero difference. `bardeen_eq_transfer_element` uses `h0` to show that the outside sites contribute nothing, then substitutes the equation for `χ` inside.

The proof turns on `Finset.sum_comm`, which exchanges the order of two finite sums. In `hin`, the double sum of `bond` is first split into a difference of two double sums. `sub_eq_zero.mpr` then asks for their equality. Since both indices run over `O`, exchanging the order of summation turns one into the other up to the names of the indices, so the lemma closes the goal without pairing bonds or treating the diagonal separately. Hermiticity plays no part in this step. When $x$ runs over $O$ and $y$ over its complement, the same exchange gives $M(O)=-M(O^c)$ instead of zero, so the bonds through the surface need not cancel.

## Limits for production codes

The theorems concern the matrix element. Bardeen's tunnelling current also needs a perturbative rate, densities of states and occupations, none of which appear here.

The Hamiltonian is a finite Hermitian matrix in an orthonormal basis. Overlapping atomic orbitals, with a generalised eigenvalue problem, are not covered, and neither are absorbing potentials or complex energies. The continuum surface integral would need a separate limit.

The local Schrödinger equations are assumptions. They stand for the requirement that, between the surfaces, the separately computed tip and sample states both obey the one Hamiltonian `H`. If the tip calculation uses a different potential in the gap from the sample calculation, this generally fails, and the surface position can matter again.

Surface independence does not make $M$ nonzero. If both states solve the equation at the same energy everywhere outside $O$, the region can be enlarged to the whole lattice, where no bonds lead out, and $M(O)=0$. In particular, two eigenvectors of the full $H$ with the same eigenvalue always give zero, so the value of $M$ between such a pair carries no information about the coupling between tip and sample.
